# For finitely many classical configurations, the Stokes shift is β times the gap variance averaged over the coupling

A code can estimate a Stokes shift from one equilibrium run on the lower electronic surface: record the vertical energy gap, take its variance, and multiply by the inverse temperature $\beta = 1/(k_BT)$. If the variance changes as the system is moved towards the upper surface, this estimate can be badly wrong. Repeating it on the upper surface need not reveal the error. In a two-configuration model with lower energies $\mp g/2$ and gaps $\Delta\pm g$, where $\Delta>g>0$ and $\beta g = 4$, both surfaces give $0.28\,g$, while the actual shift is $1.93\,g$. The missing contribution comes from ensembles between the two surfaces.

## The shift as an integral over intermediate ensembles

Let $i$ label finitely many nuclear configurations, at least one. Configuration $i$ has energy $U_{0,i}$ on the lower surface and $U_{0,i}+X_i$ on the upper one, so $X_i$ is the vertical gap. For a real coupling $s$, let $\langle\cdot\rangle_s$ be the Boltzmann average for the energy $U_0+sX$, and let $\mathrm{Var}_s(X)$ be the variance of the gap in that ensemble. Then

$$
\langle X\rangle_0-\langle X\rangle_1=\beta\int_0^1 \mathrm{Var}_s(X)\,ds .
$$

The left side is the mean vertical gap in equilibrium on the lower surface minus the mean vertical gap in equilibrium on the upper one. "Stokes shift" means this difference of means here; the term is also used for the distance between band maxima, which can differ for asymmetric bands.

Two consequences follow. Some single coupling $s$ strictly between 0 and 1 already gives the shift as $\beta\,\mathrm{Var}_s(X)$. If $\beta\ge 0$ and all gaps lie between $m$ and $M$, the shift is at most $\beta((M-m)/2)^2$. Both mean gaps lie between $m$ and $M$, so the shift can never exceed $M-m$ either; the bound improves on this only when $\beta(M-m)<4$.

For electronic-structure work, this relates vertical gaps computed at classical nuclear geometries to the shift between mean absorption and mean emission energies, provided that the nuclei equilibrate fully on each surface at the same temperature, that the transition strength does not depend on the geometry, and that the frequency prefactors of the spectra have been divided out.

## Runs on a mixed surface

With $U_1=U_0+X$, the intermediate energy is

$$
U_0+sX=(1-s)U_0+sU_1 .
$$

A molecular dynamics code therefore propagates the nuclei with the same mixture of the two forces, $(1-s)F_0+sF_1$, under a thermostat that samples the Boltzmann distribution at $\beta$. At each stored frame it evaluates both energies and records $X=U_1-U_0$. Each value of $s$ yields one variance, and a quadrature rule combines them.

In the two-configuration model, the lower energies are $-g/2$ and $g/2$, with gaps $\Delta+g$ and $\Delta-g$. The constant $\Delta>g$ keeps the upper surface above the lower one. It changes neither the variances nor the shift, so the closed form below and the Lean theorem use $\Delta=0$. The variance at coupling $s$ is $g^2\,\mathrm{sech}^2(\beta g(\tfrac12-s))$. For $\beta g=4$, the values of $\beta\,\mathrm{Var}_s(X)$ are:

| $s$ | $\beta\,\mathrm{Var}_s(X)/g$ |
|---|---|
| 0 | 0.283 |
| 0.25 | 1.680 |
| 0.5 | 4.000 |
| 0.75 | 1.680 |
| 1 | 0.283 |

The trapezoidal rule on these five points gives $1.91\,g$, against the closed form $2g\tanh 2=1.93\,g$.

When well-sampled runs on both surfaces are available, subtracting their mean gaps gives the shift directly. The integral shows what a variance-based estimate leaves out: replacing it by $\beta\,\mathrm{Var}_0(X)$ is exact when the variance is independent of $s$, the usual linear-response assumption. The standard example has a continuous coordinate: two displaced harmonic surfaces with equal force constants. With finitely many configurations and $\beta\ne0$, the variance is independent of $s$ only if the gap is constant, so there the replacement is otherwise exact only by coincidence.

## From the Boltzmann factor to the bound

Write

$$
w_i(s)=e^{-\beta(U_{0,i}+sX_i)},\qquad Z(s)=\sum_i w_i(s),\qquad
\langle A\rangle_s=\frac{1}{Z(s)}\sum_i A_iw_i(s).
$$

Since there is at least one configuration and every exponential is positive, $Z(s)>0$.

**Covariance.** For observables $A,B$ and constants $a,b$, expanding the product gives

$$
\langle(A-a)(B-b)\rangle_s=\langle AB\rangle_s-a\langle B\rangle_s-b\langle A\rangle_s+ab .
$$

Choosing $a=\langle A\rangle_s$ and $b=\langle B\rangle_s$ yields

$$
\mathrm{Cov}_s(A,B)=\langle AB\rangle_s-\langle A\rangle_s\langle B\rangle_s .
$$

**Response.** Each weight obeys $w_i'=-\beta X_iw_i$. Writing $N=\sum_iA_iw_i$, we have

$$
N'=-\beta Z\langle AX\rangle_s,\qquad Z'=-\beta Z\langle X\rangle_s .
$$

The quotient rule then gives

$$
\frac{d}{ds}\langle A\rangle_s=\frac{N'Z-NZ'}{Z^2}
=-\beta\bigl(\langle AX\rangle_s-\langle A\rangle_s\langle X\rangle_s\bigr)
=-\beta\,\mathrm{Cov}_s(A,X).
$$

**Integration.** Averages are differentiable in $s$, hence continuous, and so is the covariance built from them. The fundamental theorem of calculus gives, for any couplings $a$ and $b$,

$$
\langle A\rangle_a-\langle A\rangle_b=\beta\int_a^b\mathrm{Cov}_s(A,X)\,ds .
$$

Setting $A=X$, $a=0$ and $b=1$ gives the Stokes shift formula.

**One intermediate ensemble.** By the mean value theorem, some $s\in(0,1)$ satisfies

$$
\langle X\rangle_1-\langle X\rangle_0=-\beta\,\mathrm{Var}_s(X).
$$

Changing sign gives the shift.

**Bounded gap.** Let $c=(m+M)/2$ and $h=(M-m)/2$. From $(X_i-m)(M-X_i)\ge0$ it follows that $(X_i-c)^2\le h^2$. Therefore

$$
\mathrm{Var}_s(X)=\langle(X-c)^2\rangle_s-(\langle X\rangle_s-c)^2\le h^2 .
$$

Inserting this at the intermediate coupling and multiplying by $\beta\ge0$ gives the bound.

**Two configurations.** Measure the gaps from their midpoint, so that $\Delta=0$. At $s=0$ the weights are $e^{\beta g/2}$ and $e^{-\beta g/2}$, so $\langle X\rangle_0=g\tanh(\beta g/2)$. At $s=1$ the weights are exchanged and the mean changes sign. The difference is $2g\tanh(\beta g/2)$.

## Lean source for the shift, its response formula and its bound

```lean
import Mathlib

open Finset

namespace StokesShiftFluctuations

noncomputable section

variable {ι : Type*} [Fintype ι]

/-- Boltzmann factor of configuration `i` for the energy `U₀ + s X`. -/
def weight (β : ℝ) (U₀ X : ι → ℝ) (s : ℝ) (i : ι) : ℝ :=
  Real.exp (-β * (U₀ i + s * X i))

/-- Partition function for the energy `U₀ + s X`. -/
def partitionFn (β : ℝ) (U₀ X : ι → ℝ) (s : ℝ) : ℝ :=
  ∑ i, weight β U₀ X s i

/-- Boltzmann average of the observable `A` for the energy `U₀ + s X`, on a nonempty
configuration set. -/
def average (β : ℝ) (U₀ X : ι → ℝ) (s : ℝ) (A : ι → ℝ) : ℝ :=
  (∑ i, A i * weight β U₀ X s i) / partitionFn β U₀ X s

/-- Thermal covariance of `A` and `B` at coupling `s`, on a nonempty configuration set:
the average product of their deviations from the mean. For `A = B` it is the variance. -/
def covariance (β : ℝ) (U₀ X : ι → ℝ) (s : ℝ) (A B : ι → ℝ) : ℝ :=
  average β U₀ X s
    (fun i => (A i - average β U₀ X s A) * (B i - average β U₀ X s B))

/-- Stokes shift on a nonempty configuration set: the mean gap `X` in equilibrium on `U₀`
minus the mean gap in equilibrium on `U₀ + X`. -/
def stokesShift (β : ℝ) (U₀ X : ι → ℝ) : ℝ :=
  average β U₀ X 0 X - average β U₀ X 1 X

variable [Nonempty ι] (β : ℝ) (U₀ X : ι → ℝ)

/-- The partition function of a nonempty configuration set is positive. -/
theorem partitionFn_pos (s : ℝ) : 0 < partitionFn β U₀ X s :=
  Finset.sum_pos (fun _ _ => Real.exp_pos _) Finset.univ_nonempty

/-- On a nonempty configuration set, the average product of two observables measured from reference
values `a` and `b`, expanded in plain averages. -/
theorem average_shift (s : ℝ) (A B : ι → ℝ) (a b : ℝ) :
    average β U₀ X s (fun i => (A i - a) * (B i - b)) =
      average β U₀ X s (fun i => A i * B i) - a * average β U₀ X s B
        - b * average β U₀ X s A + a * b := by
  have hZ := (partitionFn_pos β U₀ X s).ne'
  have h : ∑ i, (A i - a) * (B i - b) * weight β U₀ X s i =
      ∑ i, A i * B i * weight β U₀ X s i - a * ∑ i, B i * weight β U₀ X s i
        - b * ∑ i, A i * weight β U₀ X s i + a * b * partitionFn β U₀ X s := by
    simp only [partitionFn, Finset.mul_sum, ← Finset.sum_sub_distrib,
      ← Finset.sum_add_distrib]
    exact Finset.sum_congr rfl fun i _ => by ring
  simp only [average]
  rw [h, add_div, sub_div, sub_div, mul_div_cancel_right₀ _ hZ, mul_div_assoc,
    mul_div_assoc]

/-- The covariance is the average of the product minus the product of the averages. -/
theorem covariance_eq (s : ℝ) (A B : ι → ℝ) :
    covariance β U₀ X s A B = average β U₀ X s (fun i => A i * B i)
      - average β U₀ X s A * average β U₀ X s B := by
  rw [covariance, average_shift]
  ring

/-- Static response: the average of any observable `A` changes with the coupling `s` at the
rate `-β` times its covariance with the gap `X`. -/
theorem hasDerivAt_average (A : ι → ℝ) (s : ℝ) :
    HasDerivAt (fun t => average β U₀ X t A) (-β * covariance β U₀ X s A X) s := by
  have hne := (partitionFn_pos β U₀ X s).ne'
  -- each Boltzmann factor brings down `-β X i`
  have hw : ∀ i, HasDerivAt (fun t => weight β U₀ X t i)
      (-β * X i * weight β U₀ X s i) s := by
    intro i
    have h : HasDerivAt (fun t : ℝ => -β * (U₀ i + t * X i)) (-β * X i) s :=
      ((((hasDerivAt_id' s).mul_const (X i)).const_add (U₀ i)).const_mul (-β)).congr_deriv
        (by ring)
    exact h.exp.congr_deriv (by simp only [weight]; ring)
  have hN : HasDerivAt (fun t => ∑ i, A i * weight β U₀ X t i)
      (∑ i, A i * (-β * X i * weight β U₀ X s i)) s :=
    HasDerivAt.fun_sum fun i _ => (hw i).const_mul (A i)
  have hZ : HasDerivAt (fun t => partitionFn β U₀ X t)
      (∑ i, -β * X i * weight β U₀ X s i) s := by
    unfold partitionFn
    exact HasDerivAt.fun_sum fun i _ => hw i
  -- every weighted sum is an average times the partition function
  have hS : ∀ B : ι → ℝ, ∑ i, B i * weight β U₀ X s i =
      average β U₀ X s B * partitionFn β U₀ X s :=
    fun B => (div_mul_cancel₀ _ hne).symm
  have e1 : ∑ i, A i * (-β * X i * weight β U₀ X s i) =
      -β * (average β U₀ X s (fun i => A i * X i) * partitionFn β U₀ X s) := by
    rw [← hS, Finset.mul_sum]
    exact Finset.sum_congr rfl fun i _ => by ring
  have e2 : ∑ i, -β * X i * weight β U₀ X s i =
      -β * (average β U₀ X s X * partitionFn β U₀ X s) := by
    rw [← hS, Finset.mul_sum]
    exact Finset.sum_congr rfl fun i _ => by ring
  rw [e1] at hN
  rw [e2] at hZ
  refine (hN.fun_div hZ hne).congr_deriv ?_
  rw [hS A, covariance_eq, div_eq_iff (pow_ne_zero 2 hne)]
  ring

/-- Integrated response: between couplings `a` and `b` the average of any observable `A`
drops by `β` times the integral of its covariance with the gap. -/
theorem average_sub_average (A : ι → ℝ) (a b : ℝ) :
    average β U₀ X a A - average β U₀ X b A =
      β * ∫ s in a..b, covariance β U₀ X s A X := by
  have hc : ∀ B : ι → ℝ, Continuous fun s => average β U₀ X s B := fun B =>
    continuous_iff_continuousAt.2 fun s => (hasDerivAt_average β U₀ X B s).continuousAt
  have hcov : Continuous fun s => covariance β U₀ X s A X := by
    simp only [covariance_eq]
    exact (hc _).sub ((hc A).mul (hc X))
  have h : ∫ s in a..b, -β * covariance β U₀ X s A X =
      average β U₀ X b A - average β U₀ X a A :=
    intervalIntegral.integral_eq_sub_of_hasDerivAt
      (fun s _ => hasDerivAt_average β U₀ X A s)
      ((continuous_const.mul hcov).intervalIntegrable a b)
  rw [intervalIntegral.integral_const_mul] at h
  linear_combination h

/-- The Stokes shift is `β` times the variance of the gap, integrated over the
ensembles with energy `U₀ + s X` from `s = 0` to `s = 1`. -/
theorem stokesShift_eq_integral_variance :
    stokesShift β U₀ X = β * ∫ s in (0 : ℝ)..1, covariance β U₀ X s X X :=
  average_sub_average β U₀ X X 0 1

/-- At some coupling strictly between 0 and 1, the Stokes shift equals `β` times the
variance of the gap in that single ensemble. -/
theorem exists_stokesShift_eq_variance :
    ∃ s ∈ Set.Ioo (0 : ℝ) 1, stokesShift β U₀ X = β * covariance β U₀ X s X X := by
  obtain ⟨s, hs, h⟩ := exists_hasDerivAt_eq_slope (fun t => average β U₀ X t X)
    (fun t => -β * covariance β U₀ X t X X) (zero_lt_one' ℝ)
    (fun t _ => (hasDerivAt_average β U₀ X X t).continuousAt.continuousWithinAt)
    (fun t _ => hasDerivAt_average β U₀ X X t)
  refine ⟨s, hs, ?_⟩
  simp only [sub_zero, div_one] at h
  rw [stokesShift]
  linear_combination h

/-- If the gap takes values between `m` and `M` and `β ≥ 0`, the Stokes shift is at most
`β` times the square of half the width `M - m`. -/
theorem stokesShift_le (hβ : 0 ≤ β) {m M : ℝ} (hm : ∀ i, m ≤ X i) (hM : ∀ i, X i ≤ M) :
    stokesShift β U₀ X ≤ β * ((M - m) / 2) ^ 2 := by
  obtain ⟨s, -, h⟩ := exists_stokesShift_eq_variance β U₀ X
  rw [h]
  refine mul_le_mul_of_nonneg_left ?_ hβ
  -- the mean square deviation from the midpoint bounds the variance
  have hmid : average β U₀ X s (fun i => (X i - (m + M) / 2) * (X i - (m + M) / 2)) ≤
      ((M - m) / 2) ^ 2 := by
    rw [average, div_le_iff₀ (partitionFn_pos β U₀ X s), partitionFn, Finset.mul_sum]
    refine Finset.sum_le_sum fun i _ => mul_le_mul_of_nonneg_right ?_ (Real.exp_pos _).le
    nlinarith [mul_nonneg (sub_nonneg.2 (hm i)) (sub_nonneg.2 (hM i))]
  rw [average_shift] at hmid
  rw [covariance_eq]
  nlinarith [sq_nonneg (average β U₀ X s X - (m + M) / 2)]

/-- Two configurations with energies `U₀ = ∓g/2` and gaps `X = ±g` have `stokesShift` equal to
`2 g tanh (β g / 2)`. -/
theorem stokesShift_two_state (β g : ℝ) :
    stokesShift β ![-g / 2, g / 2] ![g, -g] = 2 * g * Real.tanh (β * g / 2) := by
  have h00 : weight β ![-g / 2, g / 2] ![g, -g] 0 0 = Real.exp (β * g / 2) := by
    show Real.exp (-β * (-g / 2 + 0 * g)) = _
    congr 1
    ring
  have h01 : weight β ![-g / 2, g / 2] ![g, -g] 0 1 = Real.exp (-(β * g / 2)) := by
    show Real.exp (-β * (g / 2 + 0 * -g)) = _
    congr 1
    ring
  have h10 : weight β ![-g / 2, g / 2] ![g, -g] 1 0 = Real.exp (-(β * g / 2)) := by
    show Real.exp (-β * (-g / 2 + 1 * g)) = _
    congr 1
    ring
  have h11 : weight β ![-g / 2, g / 2] ![g, -g] 1 1 = Real.exp (β * g / 2) := by
    show Real.exp (-β * (g / 2 + 1 * -g)) = _
    congr 1
    ring
  have e : ∀ p q : ℝ, (p - q) / 2 / ((p + q) / 2) = (p - q) / (p + q) :=
    fun p q => div_div_div_cancel_right₀ two_ne_zero _ _
  simp only [stokesShift, average, partitionFn, Fin.sum_univ_two, h00, h01, h10, h11,
    Matrix.cons_val_zero, Matrix.cons_val_one]
  rw [Real.tanh_eq_sinh_div_cosh, Real.sinh_eq, Real.cosh_eq, e,
    add_comm (Real.exp (-(β * g / 2))) (Real.exp (β * g / 2))]
  ring

end

end StokesShiftFluctuations
```

```lean
#print axioms StokesShiftFluctuations.stokesShift_eq_integral_variance
#print axioms StokesShiftFluctuations.exists_stokesShift_eq_variance
#print axioms StokesShiftFluctuations.stokesShift_le
#print axioms StokesShiftFluctuations.stokesShift_two_state
```

```
'StokesShiftFluctuations.stokesShift_eq_integral_variance' depends on axioms: [propext, Classical.choice, Quot.sound]
'StokesShiftFluctuations.exists_stokesShift_eq_variance' depends on axioms: [propext, Classical.choice, Quot.sound]
'StokesShiftFluctuations.stokesShift_le' depends on axioms: [propext, Classical.choice, Quot.sound]
'StokesShiftFluctuations.stokesShift_two_state' depends on axioms: [propext, Classical.choice, Quot.sound]
```

## What the theorems say about a simulation

The type `ι` is the set of configurations. It is finite, and `[Nonempty ι]` requires at least one element. With exactly one configuration, both the shift and the variance are zero. The functions `U₀` and `X` assign real energies to configurations, without any restriction on their shape.

The definitions `weight`, `partitionFn` and `average` are $w_i$, $Z$ and $\langle A\rangle_s$. The gap variance has no separate name: it is `covariance β U₀ X s X X`, in which the first `X` defines the ensemble and the last two are the observables. It is normalised by the Boltzmann weights, without the $n/(n-1)$ correction sometimes applied to $n$ samples.

The main theorem, `stokesShift_eq_integral_variance`, holds for every real `β`, including zero and negative values. Only `stokesShift_le` assumes `0 ≤ β`, the sign for an ordinary thermal ensemble. Its hypotheses `hm` and `hM` state that every configuration has a gap between `m` and `M`; typical values are not enough. In `stokesShift_two_state`, the number `g` may have either sign.

The step from this model to molecular dynamics is the replacement of the finite sum by an integral over continuous nuclear coordinates. That requires convergent integrals and a justified exchange of derivative and integral. The theorems also concern exact ensemble averages, so they give no error estimate for a finite trajectory or for a quadrature in $s$. Quantum nuclear motion and emission before full relaxation lie beyond the model.

## How Lean obtains the derivative and the integral

`partitionFn_pos` shows that a nonempty sum of exponentials is positive, which permits the later divisions by $Z$. `average_shift` expands the product under the sum and divides by $Z$; `covariance_eq` then inserts the two means as reference values.

`hasDerivAt_average` carries out the response calculation. Its step `hw` differentiates one Boltzmann factor, and `hN` and `hZ` add these derivatives for the numerator and the partition function. The identities `e1` and `e2` rewrite the resulting sums as averages times $Z$. The quotient rule enters through `hN.fun_div hZ hne`, after which `covariance_eq` and `ring` bring the derivative to the form $-\beta\,\mathrm{Cov}_s(A,X)$.

In `average_sub_average`, the step `hc` derives continuity of averages from differentiability, and `hcov` passes it on to the covariance. This supplies the integrability needed for `intervalIntegral.integral_eq_sub_of_hasDerivAt`, the fundamental theorem of calculus. The Stokes shift theorem is this result with `X` as the observable and 0 and 1 as the endpoints.

`exists_stokesShift_eq_variance` applies the mean value theorem through `exists_hasDerivAt_eq_slope`. `stokesShift_le` takes the coupling found there. Its step `hmid` bounds the mean square deviation from the midpoint, using the product of the nonnegative distances to `m` and `M`; the last `nlinarith` uses the square of the distance between mean and midpoint to pass to the variance.

For two configurations, `h00`, `h01`, `h10` and `h11` evaluate the four weights, with the coupling as the first digit and the configuration as the second. Writing `Real.tanh` as a ratio of exponentials then gives the closed form.
